# Convergence of inverse-factor refinement for a Hermitian overlap matrix and an initial defect of norm below one

Let S be the overlap matrix of a finite, nonorthogonal set of basis functions. An inverse factor of S is a square matrix Z with

ZᴴSZ = 1,

so that its columns are coefficient vectors of an orthonormal basis. Given such a Z, the generalised eigenvalue problem of a mean-field electronic-structure calculation in this finite basis becomes an ordinary one, with Hamiltonian ZᴴHZ in place of H. Refinement starts from an approximate factor Z₀ and repeats

d_k = 1 − Z_kᴴ S Z_k,  Z_{k+1} = Z_k(1 + d_k/2).

The matrix d_k is called the defect, and q = ‖d₀‖ denotes the largest singular value of d₀. If S is Hermitian and q < 1, then Z_k converges to an inverse factor.

In Lean the scalars `𝕜` are real or complex, and `n` is the finite set of basis-function labels, not an iteration count. The scope `Matrix.Norms.L2Operator` makes ‖·‖ the Euclidean operator norm, which is the largest singular value. The choice matters: if S is 3×3 with diagonal 1 and all other elements −0.6, and Z₀ = 1, every element of d₀ is at most 0.6, yet S has the eigenvalue −0.2 and no inverse factor. (Such an S is Hermitian, but it is not the overlap matrix of any basis.)

```lean
import Mathlib

open Matrix Filter Topology
open scoped Matrix.Norms.L2Operator

namespace InverseFactorRefinement

noncomputable section

variable {𝕜 n : Type*} [RCLike 𝕜] [Fintype n] [DecidableEq n]
```

The three definitions transcribe the formulas above; `factorSeq S Z₀ k` is Z_k.

```lean
/-- The defect `1 - Zᴴ S Z` measures how far the columns of `Z` are from being
orthonormal with respect to the overlap matrix `S`. -/
def defect (S Z : Matrix n n 𝕜) : Matrix n n 𝕜 := 1 - Zᴴ * S * Z

/-- One refinement step: `Z` is replaced by `Z (1 + d/2)`, where `d` is its defect. -/
def step (S Z : Matrix n n 𝕜) : Matrix n n 𝕜 := Z * (1 + (1 / 2 : 𝕜) • defect S Z)

/-- The sequence of approximate inverse factors obtained from the starting guess `Z₀`
by repeated refinement. -/
def factorSeq (S Z₀ : Matrix n n 𝕜) : ℕ → Matrix n n 𝕜
  | 0 => Z₀
  | k + 1 => step S (factorSeq S Z₀ k)
```

Examples and remarks on failure below are prose arguments unless a Lean theorem is named.

## S is Hermitian

Overlaps satisfy S_ij = ⟨φ_i|φ_j⟩, where φ_i are the basis functions, so S is Hermitian. By hand, this is used once. Write d for the defect of Z, d′ for that of Z(1 + d/2). Since Sᴴ = S, also dᴴ = d, and ZᴴSZ = 1 − d. Therefore

1 − d′ = (1 + d/2)(1 − d)(1 + d/2)
  = (1 + d + d²/4)(1 − d)
  = 1 − 3d²/4 − d³/4,

which gives

d′ = (3d² + d³)/4.

The term linear in d has cancelled. In `defect_step`, `hd` is the Hermiticity of d, `hstar` that of 1 + d/2, and `key` the polynomial identity, which is expanded and then closed by `module`.

```lean
/-- For Hermitian `S`, one refinement step turns the defect `d` into `(3 d² + d³)/4`. -/
theorem defect_step {S : Matrix n n 𝕜} (hS : S.IsHermitian) (Z : Matrix n n 𝕜) :
    defect S (step S Z) = (3 / 4 : 𝕜) • (defect S Z * defect S Z)
      + (1 / 4 : 𝕜) • (defect S Z * defect S Z * defect S Z) := by
  -- the defect is Hermitian
  have hd : (defect S Z)ᴴ = defect S Z := by
    simp only [defect, conjTranspose_sub, conjTranspose_one, conjTranspose_mul,
      conjTranspose_conjTranspose, hS.eq, Matrix.mul_assoc]
  have hZ : Zᴴ * S * Z = 1 - defect S Z := by
    simp only [defect, sub_sub_cancel]
  have hstar : (1 + (1 / 2 : 𝕜) • defect S Z)ᴴ = 1 + (1 / 2 : 𝕜) • defect S Z := by
    rw [conjTranspose_add, conjTranspose_one, conjTranspose_smul, hd]
    simp
  have key : ∀ d : Matrix n n 𝕜,
      1 - (1 + (1 / 2 : 𝕜) • d) * (1 - d) * (1 + (1 / 2 : 𝕜) • d)
        = (3 / 4 : 𝕜) • (d * d) + (1 / 4 : 𝕜) • (d * d * d) := by
    intro d
    simp only [mul_add, add_mul, mul_sub, sub_mul, smul_mul_assoc, mul_smul_comm,
      one_mul, mul_one, mul_assoc]
    module
  rw [← key, ← hZ]
  conv_lhs => rw [defect, step, conjTranspose_mul, hstar]
  simp only [Matrix.mul_assoc]
```

Without Hermiticity there is nothing to converge to. If ZᴴSZ = 1 with Z square, then Z is invertible, and taking the adjoint gives ZᴴSᴴZ = 1, hence Sᴴ = S.

## The initial defect has norm at most one

For Hermitian S this says that, for every unit vector x, the combination of starting orbitals with coefficients x has a squared norm xᴴZ₀ᴴSZ₀x between 0 and 2. The bound makes the cubic term harmless:

‖d′‖ ≤ (3/4)‖d‖² + (1/4)‖d‖³ ≤ ‖d‖² if ‖d‖ ≤ 1.

`norm_defect_step_le` obtains this from the triangle inequality and ‖AB‖ ≤ ‖A‖‖B‖.

```lean
/-- For Hermitian `S` and a defect of norm at most one, the norm of the defect after a refinement
step is at most the square of its norm before the step. -/
theorem norm_defect_step_le {S : Matrix n n 𝕜} (hS : S.IsHermitian) (Z : Matrix n n 𝕜)
    (h : ‖defect S Z‖ ≤ 1) : ‖defect S (step S Z)‖ ≤ ‖defect S Z‖ ^ 2 := by
  rw [defect_step hS]
  generalize defect S Z = d at h ⊢
  have h3 : ‖(3 / 4 : 𝕜)‖ = 3 / 4 := by simp
  have h1 : ‖(1 / 4 : 𝕜)‖ = 1 / 4 := by simp
  have hdd : ‖d * d‖ ≤ ‖d‖ ^ 2 := by
    rw [pow_two]
    exact norm_mul_le d d
  have hddd : ‖d * d * d‖ ≤ ‖d‖ ^ 2 :=
    calc ‖d * d * d‖ ≤ ‖d * d‖ * ‖d‖ := norm_mul_le _ _
      _ ≤ ‖d * d‖ * 1 := mul_le_mul_of_nonneg_left h (norm_nonneg _)
      _ ≤ ‖d‖ ^ 2 := by rw [mul_one]; exact hdd
  refine (norm_add_le _ _).trans ?_
  rw [norm_smul, norm_smul, h3, h1]
  linarith
```

The new defect again has norm at most one, so the estimate can be repeated. By induction

‖d_k‖ ≤ q^(2^k).

```lean
/-- For Hermitian `S` and an initial defect of norm at most one, the defect after `k`
steps is bounded by the initial norm raised to the power `2^k`. -/
theorem norm_defect_factorSeq_le {S Z₀ : Matrix n n 𝕜} (hS : S.IsHermitian)
    (h : ‖defect S Z₀‖ ≤ 1) (k : ℕ) :
    ‖defect S (factorSeq S Z₀ k)‖ ≤ ‖defect S Z₀‖ ^ (2 ^ k) := by
  induction k with
  | zero => simp [factorSeq]
  | succ k ih =>
    have h1 := ih.trans (pow_le_one₀ (norm_nonneg _) h)
    calc ‖defect S (factorSeq S Z₀ (k + 1))‖
        ≤ ‖defect S (factorSeq S Z₀ k)‖ ^ 2 := norm_defect_step_le hS _ h1
      _ ≤ (‖defect S Z₀‖ ^ (2 ^ k)) ^ 2 := pow_le_pow_left₀ (norm_nonneg _) ih 2
      _ = ‖defect S Z₀‖ ^ (2 ^ (k + 1)) := by rw [← pow_mul, ← pow_succ]
```

Above one the squaring estimate can fail: for the 1×1 case S = 1, Z = 3 the defect is −8 and the next one is −80, while 8² = 64.

Small defects alone do not make a sequence of matrices converge, since ZU has a defect of the same norm as Z for every unitary U. The steps are therefore estimated too. From Z_{k+1} − Z_k = Z_k d_k/2,

‖Z_{k+1} − Z_k‖ ≤ ‖Z_k‖ ‖d_k‖/2.

```lean
/-- A refinement step changes `Z` by at most half the product of the norms of `Z` and
of its defect. -/
theorem norm_step_sub_le (S Z : Matrix n n 𝕜) :
    ‖step S Z - Z‖ ≤ ‖Z‖ * ‖defect S Z‖ / 2 := by
  have e : step S Z - Z = (1 / 2 : 𝕜) • (Z * defect S Z) := by
    rw [step, mul_add, mul_one, mul_smul_comm, add_sub_cancel_left]
  have h2 : ‖(1 / 2 : 𝕜)‖ = 1 / 2 := by simp
  rw [e, norm_smul, h2]
  linarith [norm_mul_le Z (defect S Z)]
```

Put e = q^(2^k). Then ‖Z_{k+1}‖ ≤ ‖Z_k‖(1 + e/2). The claim to be carried along is

‖Z_k‖(1 − q) ≤ ‖Z₀‖(1 − e).

It is an equality at k = 0. If it holds at k, then

‖Z_{k+1}‖(1 − q) ≤ ‖Z₀‖(1 − e)(1 + e/2)
  ≤ ‖Z₀‖(1 − e)(1 + e)
  = ‖Z₀‖(1 − e²),

and e² = q^(2^(k+1)). The `calc` block of `norm_factorSeq_le` has these same steps, with `e` introduced by `generalize`.

```lean
/-- For Hermitian `S` and an initial defect of norm `q ≤ 1`, the iterates obey
`‖Z_k‖ (1 - q) ≤ ‖Z₀‖ (1 - q^(2^k))`. -/
theorem norm_factorSeq_le {S Z₀ : Matrix n n 𝕜} (hS : S.IsHermitian)
    (h : ‖defect S Z₀‖ ≤ 1) (k : ℕ) :
    ‖factorSeq S Z₀ k‖ * (1 - ‖defect S Z₀‖)
      ≤ ‖Z₀‖ * (1 - ‖defect S Z₀‖ ^ (2 ^ k)) := by
  induction k with
  | zero => simp [factorSeq]
  | succ k ih =>
    have hd := norm_defect_factorSeq_le hS h k
    have he1 : ‖defect S Z₀‖ ^ (2 ^ k) ≤ 1 := pow_le_one₀ (norm_nonneg _) h
    have he0 : 0 ≤ ‖defect S Z₀‖ ^ (2 ^ k) := by positivity
    have hs := norm_step_sub_le S (factorSeq S Z₀ k)
    have ht := norm_le_norm_add_norm_sub' (step S (factorSeq S Z₀ k)) (factorSeq S Z₀ k)
    have hm := mul_le_mul_of_nonneg_left hd (norm_nonneg (factorSeq S Z₀ k))
    rw [pow_succ 2 k, pow_mul]
    change ‖step S (factorSeq S Z₀ k)‖ * _ ≤ _
    generalize ‖defect S Z₀‖ ^ (2 ^ k) = e at *
    have hz : ‖step S (factorSeq S Z₀ k)‖ ≤ ‖factorSeq S Z₀ k‖ * (1 + e / 2) := by
      linarith
    calc ‖step S (factorSeq S Z₀ k)‖ * (1 - ‖defect S Z₀‖)
        ≤ ‖factorSeq S Z₀ k‖ * (1 + e / 2) * (1 - ‖defect S Z₀‖) :=
          mul_le_mul_of_nonneg_right hz (by linarith)
      _ = ‖factorSeq S Z₀ k‖ * (1 - ‖defect S Z₀‖) * (1 + e / 2) := by ring
      _ ≤ ‖Z₀‖ * (1 - e) * (1 + e / 2) := mul_le_mul_of_nonneg_right ih (by linarith)
      _ ≤ ‖Z₀‖ * (1 - e ^ 2) := by
          have := mul_nonneg (norm_nonneg Z₀) (mul_nonneg he0 (sub_nonneg.2 he1))
          nlinarith
```

## The inequality is strict

When q < 1, no direction in the space of starting orbitals has been lost: for every vector x ≠ 0, xᴴZ₀ᴴSZ₀x ≥ (1 − q)‖x‖² > 0. This forces S to be positive definite and Z₀ to be invertible, so neither needs to be assumed.

Strictness allows division by 1 − q, and the previous bound becomes

‖Z_k‖ ≤ ‖Z₀‖/(1 − q).

For m, k ≥ 0 we have 2^(m+k) ≥ 2^m(1 + k) ≥ 2^m + k, so

‖Z_{m+k+1} − Z_{m+k}‖ ≤ ‖Z₀‖ q^(2^m) q^k / (2(1 − q)).

The right-hand side is geometric in k. Hence the sequence is Cauchy and has a limit Z. Summing over k, with Σ q^k = 1/(1 − q), gives

‖Z_m − Z‖ ≤ ‖Z₀‖ q^(2^m) / (2(1 − q)²).

The defect depends continuously on the matrix and d_k → 0, so the defect of Z is zero, that is, ZᴴSZ = 1.

`factorSeq_converges` states the limit, the factorisation and the error bound together. In its proof `hM` is the uniform bound, `hexp` the inequality between exponents and `hinc` the geometric bound on the steps. Taking m = 0 gives the Cauchy property; general m gives the error bound. Uniqueness of limits identifies the defect of Z with zero.

```lean
/-- For Hermitian `S` and an initial defect of norm `q < 1`, refinement converges to a
matrix `Z` with `Zᴴ S Z = 1`, with error at most `‖Z₀‖ q^(2^k) / (2 (1 - q)²)`
after `k` steps. -/
theorem factorSeq_converges {S Z₀ : Matrix n n 𝕜} (hS : S.IsHermitian)
    (h : ‖defect S Z₀‖ < 1) :
    ∃ Z, Tendsto (factorSeq S Z₀) atTop (𝓝 Z) ∧ Zᴴ * S * Z = 1 ∧
      ∀ k, ‖factorSeq S Z₀ k - Z‖
        ≤ ‖Z₀‖ * ‖defect S Z₀‖ ^ (2 ^ k) / (2 * (1 - ‖defect S Z₀‖) ^ 2) := by
  have hd := norm_defect_factorSeq_le hS h.le
  have hb := norm_factorSeq_le hS h.le
  have hq0 : 0 ≤ ‖defect S Z₀‖ := norm_nonneg _
  set q := ‖defect S Z₀‖ with hq
  have hpos : 0 < 1 - q := sub_pos.2 h
  have hM : ∀ k, ‖factorSeq S Z₀ k‖ ≤ ‖Z₀‖ / (1 - q) := fun k => by
    rw [le_div_iff₀ hpos]
    have := mul_nonneg (norm_nonneg Z₀) (pow_nonneg hq0 (2 ^ k))
    linarith [hb k]
  -- from step m onwards the increments are dominated by a geometric sequence
  have hinc : ∀ m k, dist (factorSeq S Z₀ (m + k)) (factorSeq S Z₀ (m + (k + 1)))
      ≤ ‖Z₀‖ / (1 - q) * q ^ (2 ^ m) / 2 * q ^ k := by
    intro m k
    have hexp : 2 ^ m + k ≤ 2 ^ (m + k) := by
      have h1 : k + 1 ≤ 2 ^ k := Nat.lt_two_pow_self
      have h2 : 1 ≤ 2 ^ m := Nat.one_le_two_pow
      rw [pow_add]
      nlinarith [Nat.mul_le_mul_left (2 ^ m) h1, Nat.mul_le_mul_right k h2]
    have hp : ‖defect S (factorSeq S Z₀ (m + k))‖ ≤ q ^ (2 ^ m) * q ^ k := by
      rw [← pow_add]
      exact (hd (m + k)).trans (pow_le_pow_of_le_one hq0 h.le hexp)
    have hmul := mul_le_mul (hM (m + k)) hp (norm_nonneg _)
      (div_nonneg (norm_nonneg Z₀) hpos.le)
    rw [dist_comm, dist_eq_norm]
    refine (norm_step_sub_le S (factorSeq S Z₀ (m + k))).trans ?_
    linarith
  have : CompleteSpace (Matrix n n 𝕜) := FiniteDimensional.complete 𝕜 _
  have hcau : CauchySeq (factorSeq S Z₀) :=
    cauchySeq_of_le_geometric q _ h (fun k => by simpa only [zero_add] using hinc 0 k)
  obtain ⟨Z, hZ⟩ := cauchySeq_tendsto_of_complete hcau
  refine ⟨Z, hZ, ?_, fun m => ?_⟩
  · -- the defect is continuous and tends to zero
    have hc : Continuous (fun W : Matrix n n 𝕜 => 1 - Wᴴ * S * W) :=
      continuous_const.sub
        ((continuous_id.matrix_conjTranspose.matrix_mul continuous_const).matrix_mul
          continuous_id)
    have h0 : Tendsto (fun k => defect S (factorSeq S Z₀ k)) atTop (𝓝 0) :=
      squeeze_zero_norm
        (fun k => (hd k).trans (pow_le_pow_of_le_one hq0 h.le Nat.lt_two_pow_self.le))
        (tendsto_pow_atTop_nhds_zero_of_lt_one hq0 h)
    have hlim := tendsto_nhds_unique ((hc.tendsto Z).comp hZ) h0
    exact (sub_eq_zero.1 hlim).symm
  · -- sum the tail of the geometric series
    have hshift : Tendsto (fun k => factorSeq S Z₀ (m + k)) atTop (𝓝 Z) :=
      hZ.comp (tendsto_atTop_mono (fun k => Nat.le_add_left k m) tendsto_id)
    have ht := dist_le_of_le_geometric_of_tendsto₀ q _ h (hinc m) hshift
    rw [add_zero, dist_eq_norm] at ht
    refine ht.trans (le_of_eq ?_)
    have hne := hpos.ne'
    field_simp
```

The theorem describes the iteration in exact arithmetic. A floating-point program rounds, and a linear-scaling one typically discards small matrix elements as well; the error bound does not cover these perturbations.

## Z is square

There are as many orthonormal orbitals as basis functions. Then ZᴴSZ = 1 says that ZᴴS is a left inverse of Z. For finite square matrices it is also a right inverse, so ZZᴴS = 1, and by the same fact

S(ZZᴴ) = 1.

Thus ZZᴴ is the inverse overlap matrix. `mul_factor_eq_one` uses `mul_eq_one_comm` for both exchanges.

```lean
/-- A square matrix `Z` with `Zᴴ S Z = 1` factorises the inverse overlap matrix:
`Z Zᴴ` is the inverse of `S`. -/
theorem mul_factor_eq_one {S Z : Matrix n n 𝕜} (h : Zᴴ * S * Z = 1) :
    S * (Z * Zᴴ) = 1 := by
  have h1 : Z * (Zᴴ * S) = 1 := mul_eq_one_comm.1 h
  rw [← Matrix.mul_assoc] at h1
  exact mul_eq_one_comm.1 h1
```

For a rectangular Z this fails: with S the 2×2 identity and Z the single column (1, 0)ᵀ, ZᴴSZ = 1 but ZZᴴ = diag(1, 0).

## Real basis functions

For real orbitals S is real symmetric and the adjoint is the transpose. `factorSeq_converges_real` translates the hypotheses, applies the general theorem and translates the factorisation back. It states convergence and ZᵀSZ = 1; the error bound is available from the general theorem.

```lean
/-- For real symmetric `S` and an initial defect of norm below one, refinement converges
to a real matrix `Z` with `Zᵀ S Z = 1`. -/
theorem factorSeq_converges_real {S Z₀ : Matrix n n ℝ} (hS : S.IsSymm)
    (h : ‖1 - Z₀ᵀ * S * Z₀‖ < 1) :
    ∃ Z, Tendsto (factorSeq S Z₀) atTop (𝓝 Z) ∧ Zᵀ * S * Z = 1 := by
  have hH : S.IsHermitian := by
    change Sᴴ = S
    rw [conjTranspose_eq_transpose_of_trivial]
    exact hS.eq
  have h' : ‖defect S Z₀‖ < 1 := by
    rw [defect, conjTranspose_eq_transpose_of_trivial]
    exact h
  obtain ⟨Z, hZ, hf, -⟩ := factorSeq_converges hH h'
  rw [conjTranspose_eq_transpose_of_trivial] at hf
  exact ⟨Z, hZ, hf⟩
```

Take two normalised real orbitals with overlap 0.6, and start from Z₀ = 1. Writing matrices by rows,

S = [1, 0.6; 0.6, 1],  d₀ = [0, −0.6; −0.6, 0],  q = 0.6.

One step gives

Z₁ = [1, −0.3; −0.3, 1].

Since d₀² = 0.36·1, the formula for the new defect yields

d₁ = 0.27·1 + 0.09 d₀ = [0.27, −0.054; −0.054, 0.27].

Its norm is 0.27 + 0.054 = 0.324, below q² = 0.36. The error bound for Z₁ is 0.36/(2·0.4²) = 1.125. The limit has eigenvalues 1/√1.6 ≈ 0.791 and 1/√0.4 ≈ 1.581, against 0.7 and 1.3 for Z₁ with the same eigenvectors, so the actual error is about 0.281.

## A defect of norm exactly one

If the basis is not empty, the start Z₀ = 0 has defect 1, whose norm is one, and every later iterate is zero. The limit exists but is not an inverse factor, so q < 1 cannot be weakened to q ≤ 1 in the convergence theorem. `threshold_sharp` proves the norm and, by induction, the stagnation; `[Nonempty n]` is needed because the norm of the 0×0 identity is zero.

```lean
/-- In nonzero dimension the starting guess `Z₀ = 0` has a defect of norm exactly one,
and refinement never leaves zero. -/
theorem threshold_sharp [Nonempty n] (S : Matrix n n 𝕜) :
    ‖defect S 0‖ = 1 ∧ ∀ k, factorSeq S 0 k = 0 := by
  constructor
  · rw [defect, Matrix.mul_zero, sub_zero]
    exact CStarRing.norm_one
  · intro k
    induction k with
    | zero => rfl
    | succ k ih => rw [factorSeq, ih, step, Matrix.zero_mul]

end

end InverseFactorRefinement
```

The name refers to this one start. Other starts with q = 1 may succeed: for the 1×1 case S = 1, Z₀ = √2, the defect is −1, and after one step it is 1/2, from where the theorem applies.

```lean
#print axioms InverseFactorRefinement.mul_factor_eq_one
#print axioms InverseFactorRefinement.factorSeq_converges_real
#print axioms InverseFactorRefinement.threshold_sharp
```

```
'InverseFactorRefinement.mul_factor_eq_one' depends on axioms: [propext, Classical.choice, Quot.sound]
'InverseFactorRefinement.factorSeq_converges_real' depends on axioms: [propext, Classical.choice, Quot.sound]
'InverseFactorRefinement.threshold_sharp' depends on axioms: [propext, Classical.choice, Quot.sound]
```
